# The Kravchuk operator on the grid 0..N has exactly the eigenvalues 0, −2, …, −2N

**Q:** Which operator is this, on which space, and what happens at the ends of the grid?

**A:** The sites are j = 0, …, N with N ≥ 0, and the space consists of the real functions f on them, in Lean `Fin (N + 1) → ℝ`. The operator, `kravchukOp N`, is

(Lf)_j = (N−j)(f_{j+1} − f_j) + j(f_{j−1} − f_j).

The function `pad` supplies the neighbour values. At j = N it returns 0 for the missing right neighbour. At j = 0 natural-number subtraction turns j − 1 into 0, so it returns f_0. Both values are multiplied by zero, so neither imposes a boundary condition.

```lean
import Mathlib

open Polynomial

namespace KravchukOscillator

noncomputable section

/-- The value of a grid function at the site `j`, continued by zero outside the grid `0..N`. -/
def pad {N : ℕ} (f : Fin (N + 1) → ℝ) (j : ℕ) : ℝ :=
  if h : j < N + 1 then f ⟨j, h⟩ else 0

/-- The Kravchuk operator `(L f)_j = (N - j)(f_{j+1} - f_j) + j (f_{j-1} - f_j)`
on real functions on the grid `0..N`. -/
def kravchukOp (N : ℕ) : Module.End ℝ (Fin (N + 1) → ℝ) where
  toFun f := fun j => ((N : ℝ) - ((j : ℕ) : ℝ)) * (pad f ((j : ℕ) + 1) - f j)
    + ((j : ℕ) : ℝ) * (pad f ((j : ℕ) - 1) - f j)
  map_add' f g := by
    have h : ∀ i, pad (f + g) i = pad f i + pad g i := by
      intro i
      unfold pad
      split_ifs <;> simp
    funext j
    simp only [h, Pi.add_apply]
    ring
  map_smul' c f := by
    have h : ∀ i, pad (c • f) i = c * pad f i := by
      intro i
      unfold pad
      split_ifs <;> simp
    funext j
    simp only [h, Pi.smul_apply, smul_eq_mul, RingHom.id_apply]
    ring
```

The Kravchuk function K_k(j) is the coefficient of t^k in

G_j(t) = (1+t)^(N−j) (1−t)^j.

It is unnormalised, and it vanishes identically for k > N.

```lean
/-- The Kravchuk function of order `k`: its value at the site `j` is the coefficient of `t^k`
in `(1 + t)^(N - j) (1 - t)^j`. -/
def kravchuk (N k : ℕ) : Fin (N + 1) → ℝ :=
  fun j => ((1 + X : ℝ[X]) ^ (N - (j : ℕ)) * (1 - X) ^ (j : ℕ)).coeff k
```

**Q:** I see no x² potential and no ħω. Where is the oscillator?

**A:** In the spectrum, as far as the theorems here go. The operator −L/2 has the simple levels 0, 1, …, N, which is the oscillator ladder in units of ħω, counted from its ground state and cut off after N+1 levels. This finite one-particle model can serve as a test case for a grid eigensolver, since every level is known. The theorems say nothing about a potential or the limit N → ∞.

**Q:** Why should site-dependent coefficients give equal spacing?

**A:** Apply L to G_j at fixed t. With a = N−j and b = j, the two differences are

G_{j+1} − G_j = −2t (1+t)^(a−1) (1−t)^b, for a ≥ 1,

G_{j−1} − G_j = 2t (1+t)^a (1−t)^(b−1), for b ≥ 1.

Multiply them by a and b and add. The product rule then gives

(LG)_j = −2t G_j′(t).

Lean treats a = 0 and b = 0 as separate cases, and `ring` closes each one.

```lean
/-- The generating polynomial `(1 + t)^a (1 - t)^b`, with `a + b = N` and `b` the site, turns
the difference operator into the differential operator `-2 t d/dt`. -/
theorem generating_identity (a b : ℕ) :
    (a : ℝ[X]) * ((1 + X) ^ (a - 1) * (1 - X) ^ (b + 1) - (1 + X) ^ a * (1 - X) ^ b)
      + (b : ℝ[X]) * ((1 + X) ^ (a + 1) * (1 - X) ^ (b - 1) - (1 + X) ^ a * (1 - X) ^ b)
    = -(X * derivative ((1 + X) ^ a * (1 - X) ^ b)
      + X * derivative ((1 + X) ^ a * (1 - X) ^ b)) := by
  have hd : derivative ((1 + X : ℝ[X]) ^ a * (1 - X) ^ b)
      = (a : ℝ[X]) * (1 + X) ^ (a - 1) * (1 - X) ^ b
        - (1 + X) ^ a * ((b : ℝ[X]) * (1 - X) ^ (b - 1)) := by
    simp only [derivative_mul, derivative_pow, derivative_add, derivative_sub,
      derivative_one, derivative_X, map_natCast]
    ring
  rw [hd]
  rcases a with _ | a <;> rcases b with _ | b <;>
    simp only [Nat.add_sub_cancel, Nat.cast_zero, Nat.cast_add, Nat.cast_one] <;> ring
```

The coefficient of t^k in t G_j′ is k K_k(j), so

L K_k = −2k K_k.

In the code, `hX` is this coefficient rule, while `h1` and `h2` identify the neighbour values after multiplication by N − j and j. At an end of the grid the factor for the missing neighbour is zero, so both sides vanish.

```lean
/-- The Kravchuk function of order `k` satisfies `L K_k = -2k K_k`. -/
theorem kravchukOp_kravchuk (N k : ℕ) :
    kravchukOp N (kravchuk N k) = (-2 * (k : ℝ)) • kravchuk N k := by
  have hpad : ∀ i, i ≤ N → pad (kravchuk N k) i
      = ((1 + X : ℝ[X]) ^ (N - i) * (1 - X) ^ i).coeff k :=
    fun i hi => dif_pos (Nat.lt_succ_of_le hi)
  have hX : ∀ p : ℝ[X], (X * derivative p).coeff k = (k : ℝ) * p.coeff k := by
    intro p
    rcases k with _ | k
    · simp
    · rw [coeff_X_mul, coeff_derivative]
      push_cast
      ring
  funext j
  have hj : (j : ℕ) ≤ N := Nat.le_of_lt_succ j.isLt
  -- after multiplication by `N - j` or `j`, neighbour values and polynomial coefficients agree
  have h1 : ((N : ℝ) - ((j : ℕ) : ℝ)) * pad (kravchuk N k) ((j : ℕ) + 1)
      = ((N : ℝ) - ((j : ℕ) : ℝ)) *
        ((1 + X : ℝ[X]) ^ (N - (j : ℕ) - 1) * (1 - X) ^ ((j : ℕ) + 1)).coeff k := by
    rcases eq_or_lt_of_le hj with h | h
    · have h0 : (N : ℝ) - ((j : ℕ) : ℝ) = 0 := by rw [h, sub_self]
      rw [h0, zero_mul, zero_mul]
    · rw [hpad ((j : ℕ) + 1) (by omega), Nat.sub_add_eq]
  have h2 : ((j : ℕ) : ℝ) * pad (kravchuk N k) ((j : ℕ) - 1)
      = ((j : ℕ) : ℝ) *
        ((1 + X : ℝ[X]) ^ (N - (j : ℕ) + 1) * (1 - X) ^ ((j : ℕ) - 1)).coeff k := by
    rcases Nat.eq_zero_or_pos (j : ℕ) with h | h
    · have h0 : ((j : ℕ) : ℝ) = 0 := by rw [h, Nat.cast_zero]
      rw [h0, zero_mul, zero_mul]
    · rw [hpad _ (by omega), show N - ((j : ℕ) - 1) = N - (j : ℕ) + 1 by omega]
  have h3 : kravchuk N k j
      = ((1 + X : ℝ[X]) ^ (N - (j : ℕ)) * (1 - X) ^ (j : ℕ)).coeff k := rfl
  have hid := congrArg (fun p : ℝ[X] => p.coeff k) (generating_identity (N - (j : ℕ)) (j : ℕ))
  simp only [coeff_add, coeff_neg, coeff_natCast_mul, coeff_sub, hX] at hid
  rw [Nat.cast_sub hj] at hid
  change ((N : ℝ) - ((j : ℕ) : ℝ)) * (pad (kravchuk N k) ((j : ℕ) + 1) - kravchuk N k j)
    + ((j : ℕ) : ℝ) * (pad (kravchuk N k) ((j : ℕ) - 1) - kravchuk N k j)
    = (-2 * (k : ℝ)) * kravchuk N k j
  rw [h3]
  linear_combination hid + h1 + h2
```

**Q:** That exhibits eigenvalues. How do you exclude others?

**A:** By counting. At site 0 we have G_0 = (1+t)^N, so K_k(0) is the binomial coefficient C(N,k), which is nonzero for k ≤ N. The N+1 eigenvalues are distinct, so their eigenvectors are linearly independent.

```lean
/-- The Kravchuk functions of orders `0..N` are linearly independent. -/
theorem kravchuk_linearIndependent (N : ℕ) :
    LinearIndependent ℝ (fun k : Fin (N + 1) => kravchuk N (k : ℕ)) := by
  refine Module.End.eigenvectors_linearIndependent' (kravchukOp N)
    (fun k : Fin (N + 1) => -2 * ((k : ℕ) : ℝ)) ?_ _ ?_
  · intro a b hab
    have h : ((a : ℕ) : ℝ) = ((b : ℕ) : ℝ) := by
      dsimp only at hab
      linarith
    exact Fin.ext (Nat.cast_injective h)
  · intro k
    refine ⟨Module.End.mem_eigenspace_iff.2 (kravchukOp_kravchuk N k), fun h => ?_⟩
    -- at the site 0 the function is a binomial coefficient, hence nonzero
    have h0 : kravchuk N (k : ℕ) 0 = (N.choose (k : ℕ) : ℝ) := by
      simp [kravchuk, coeff_one_add_X_pow]
    have hpos : 0 < N.choose (k : ℕ) := Nat.choose_pos (Nat.le_of_lt_succ k.isLt)
    have hz : (N.choose (k : ℕ) : ℝ) = 0 := by
      rw [← h0]
      exact congrFun h 0
    exact hpos.ne' (Nat.cast_eq_zero.1 hz)
```

In dimension N+1 they form a basis. Write f = Σ_k c_k K_k and suppose Lf = μf. Then

Σ_k c_k (−2k − μ) K_k = 0,

and independence makes every c_k (−2k − μ) vanish. A nonzero c_k therefore forces μ = −2k.

```lean
/-- Every eigenvector of `L` is a combination of Kravchuk functions in which only orders `k`
with `-2k = μ` have a nonzero coefficient. -/
theorem eigenvector_expansion {N : ℕ} {μ : ℝ} {f : Fin (N + 1) → ℝ}
    (hf : kravchukOp N f = μ • f) :
    ∃ c : Fin (N + 1) → ℝ, f = ∑ k, c k • kravchuk N (k : ℕ) ∧
      ∀ k, c k ≠ 0 → μ = -2 * ((k : ℕ) : ℝ) := by
  have hli := kravchuk_linearIndependent N
  obtain ⟨b, hb⟩ : ∃ b : Module.Basis (Fin (N + 1)) ℝ (Fin (N + 1) → ℝ),
      ∀ k, b k = kravchuk N (k : ℕ) :=
    ⟨basisOfLinearIndependentOfCardEqFinrank hli (by simp), fun k => by simp⟩
  have hsum := b.sum_repr f
  simp only [hb] at hsum
  refine ⟨fun k => b.repr f k, hsum.symm, fun k hk => ?_⟩
  -- compare the coefficients of `L f` and `μ f`
  have hzero : ∑ i, (b.repr f i * (-2 * ((i : ℕ) : ℝ) - μ)) • kravchuk N (i : ℕ) = 0 := by
    have h : kravchukOp N f - μ • f = 0 := by rw [hf, sub_self]
    rw [← hsum, map_sum, Finset.smul_sum, ← Finset.sum_sub_distrib] at h
    refine Eq.trans (Finset.sum_congr rfl fun i _ => ?_) h
    rw [map_smul, kravchukOp_kravchuk]
    module
  have hk' := Fintype.linearIndependent_iff.1 hli _ hzero k
  rcases mul_eq_zero.1 hk' with h | h
  · exact absurd h hk
  · linarith
```

`HasEigenvalue μ` means that some nonzero f satisfies Lf = μf. Such an f has a nonzero c_k, so a real μ is an eigenvalue exactly when μ = −2k for some k ≤ N.

```lean
/-- The eigenvalues of the Kravchuk operator on the grid `0..N` are exactly
`0, -2, ..., -2N`. -/
theorem kravchuk_spectrum (N : ℕ) (μ : ℝ) :
    (kravchukOp N).HasEigenvalue μ ↔ ∃ k : ℕ, k ≤ N ∧ μ = -2 * (k : ℝ) := by
  constructor
  · intro h
    obtain ⟨f, hf, hne⟩ := h.exists_hasEigenvector
    obtain ⟨c, hc, hμ⟩ := eigenvector_expansion (Module.End.mem_eigenspace_iff.1 hf)
    by_contra hno
    refine hne (hc.trans (Finset.sum_eq_zero fun k _ => ?_))
    have hck : c k = 0 := by
      by_contra hk
      exact hno ⟨k, Nat.le_of_lt_succ k.isLt, hμ k hk⟩
    rw [hck, zero_smul]
  · rintro ⟨k, hk, rfl⟩
    exact Module.End.hasEigenvalue_of_hasEigenvector
      ⟨Module.End.mem_eigenspace_iff.2 (kravchukOp_kravchuk N k),
        (kravchuk_linearIndependent N).ne_zero ⟨k, Nat.lt_succ_of_le hk⟩⟩
```

For μ = −2k only the k-th term survives, so the eigenspace is the line through K_k. There is no degeneracy.

```lean
/-- Every level is simple: for `k = 0..N` the eigenspace of `-2k` is the line spanned by the
Kravchuk function of order `k`. -/
theorem eigenspace_eq_span (N : ℕ) (k : Fin (N + 1)) :
    (kravchukOp N).eigenspace (-2 * ((k : ℕ) : ℝ))
      = Submodule.span ℝ {kravchuk N (k : ℕ)} := by
  apply le_antisymm
  · intro f hf
    obtain ⟨c, hc, hμ⟩ := eigenvector_expansion (Module.End.mem_eigenspace_iff.1 hf)
    refine Submodule.mem_span_singleton.2 ⟨c k, ?_⟩
    rw [hc]
    symm
    refine Finset.sum_eq_single k (fun i _ hik => ?_)
      (fun h => absurd (Finset.mem_univ k) h)
    have hci : c i = 0 := by
      by_contra hi
      have h : ((i : ℕ) : ℝ) = ((k : ℕ) : ℝ) := by linarith [hμ i hi]
      exact hik (Fin.ext (Nat.cast_injective h))
    show c i • kravchuk N (i : ℕ) = 0
    rw [hci, zero_smul]
  · rw [Submodule.span_singleton_le_iff_mem]
    exact Module.End.mem_eigenspace_iff.2 (kravchukOp_kravchuk N k)
```

**Q:** The matrix of L is not symmetric in general. Can it be a Hamiltonian?

**A:** It is symmetric for the weights w_j = C(N,j). In Σ_j w_j g_j (Lf)_j, shift the index in the left-hop terms and use

w_{j+1} (j+1) = w_j (N−j).

The result, with j running from 0 to N−1 on the right, is

Σ_j w_j g_j (Lf)_j = −Σ_j w_j (N−j)(f_{j+1} − f_j)(g_{j+1} − g_j).

In Lean, `hA` and `hB` handle the two hop directions, and `hw` is the weight identity. With amplitudes ψ_j = √w_j f_j, the weighted product becomes the ordinary one and −L becomes a real symmetric matrix.

```lean
/-- Summation by parts: with binomial weights, the matrix element of `L` between `g` and `f` is
minus a weighted sum of products of their differences between neighbouring sites. -/
theorem dirichlet_form {N : ℕ} (f g : Fin (N + 1) → ℝ) :
    ∑ j : Fin (N + 1), (N.choose (j : ℕ) : ℝ) * (g j * kravchukOp N f j)
      = -∑ j : Fin N, (N.choose (j : ℕ) : ℝ) * ((N : ℝ) - ((j : ℕ) : ℝ))
          * ((f j.succ - f j.castSucc) * (g j.succ - g j.castSucc)) := by
  have hs : ∀ j : Fin N, pad f ((j : ℕ) + 1) = f j.succ :=
    fun j => dif_pos (Nat.succ_lt_succ j.isLt)
  have hc : ∀ j : Fin N, pad f (j : ℕ) = f j.castSucc :=
    fun j => dif_pos (Nat.lt_succ_of_lt j.isLt)
  -- hops to the right vanish at the site N, hops to the left at the site 0
  have hA : ∑ j : Fin (N + 1), (N.choose (j : ℕ) : ℝ) * (((N : ℝ) - ((j : ℕ) : ℝ))
        * ((pad f ((j : ℕ) + 1) - f j) * g j))
      = ∑ j : Fin N, (N.choose (j : ℕ) : ℝ) * (((N : ℝ) - ((j : ℕ) : ℝ))
        * ((f j.succ - f j.castSucc) * g j.castSucc)) := by
    rw [Fin.sum_univ_castSucc]
    simp [hs]
  have hB : ∑ j : Fin (N + 1), (N.choose (j : ℕ) : ℝ) * (((j : ℕ) : ℝ)
        * ((pad f ((j : ℕ) - 1) - f j) * g j))
      = ∑ j : Fin N, (N.choose ((j : ℕ) + 1) : ℝ) * ((((j : ℕ) : ℝ) + 1)
        * ((f j.castSucc - f j.succ) * g j.succ)) := by
    rw [Fin.sum_univ_succ]
    simp [hc]
  have hsplit : ∑ j : Fin (N + 1), (N.choose (j : ℕ) : ℝ) * (g j * kravchukOp N f j)
      = ∑ j : Fin (N + 1), (N.choose (j : ℕ) : ℝ) * (((N : ℝ) - ((j : ℕ) : ℝ))
          * ((pad f ((j : ℕ) + 1) - f j) * g j))
        + ∑ j : Fin (N + 1), (N.choose (j : ℕ) : ℝ) * (((j : ℕ) : ℝ)
          * ((pad f ((j : ℕ) - 1) - f j) * g j)) := by
    rw [← Finset.sum_add_distrib]
    refine Finset.sum_congr rfl fun j _ => ?_
    simp only [kravchukOp, LinearMap.coe_mk, AddHom.coe_mk]
    ring
  rw [hsplit, hA, hB, ← Finset.sum_add_distrib, ← Finset.sum_neg_distrib]
  refine Finset.sum_congr rfl fun j _ => ?_
  -- detailed balance of the binomial weights
  have hw : (N.choose ((j : ℕ) + 1) : ℝ) * (((j : ℕ) : ℝ) + 1)
      = (N.choose (j : ℕ) : ℝ) * ((N : ℝ) - ((j : ℕ) : ℝ)) := by
    rw [← Nat.cast_sub j.isLt.le]
    exact_mod_cast Nat.choose_succ_right_eq N (j : ℕ)
  linear_combination ((f j.castSucc - f j.succ) * g j.succ) * hw
```

The right side is unchanged when f and g are swapped. For S = Σ_j w_j K_k(j) K_l(j) this gives −2k S = −2l S, so S = 0 when k ≠ l.

```lean
/-- Kravchuk functions of different orders are orthogonal with respect to the binomial
weights. -/
theorem kravchuk_orthogonal (N : ℕ) {k l : ℕ} (hkl : k ≠ l) :
    ∑ j : Fin (N + 1), (N.choose (j : ℕ) : ℝ) * (kravchuk N k j * kravchuk N l j) = 0 := by
  -- the form is symmetric, so `L` may act on either factor
  have h : ∑ j : Fin (N + 1), (N.choose (j : ℕ) : ℝ)
        * (kravchuk N l j * kravchukOp N (kravchuk N k) j)
      = ∑ j : Fin (N + 1), (N.choose (j : ℕ) : ℝ)
        * (kravchuk N k j * kravchukOp N (kravchuk N l) j) := by
    rw [dirichlet_form, dirichlet_form]
    exact congrArg Neg.neg (Finset.sum_congr rfl fun j _ => by ring)
  simp only [kravchukOp_kravchuk, Pi.smul_apply, smul_eq_mul] at h
  have h' : (-2 * (k : ℝ)) * ∑ j : Fin (N + 1),
        (N.choose (j : ℕ) : ℝ) * (kravchuk N k j * kravchuk N l j)
      = (-2 * (l : ℝ)) * ∑ j : Fin (N + 1),
        (N.choose (j : ℕ) : ℝ) * (kravchuk N k j * kravchuk N l j) := by
    rw [Finset.mul_sum, Finset.mul_sum]
    refine Eq.trans (Finset.sum_congr rfl fun j _ => ?_)
      (h.trans (Finset.sum_congr rfl fun j _ => ?_)) <;> ring
  have hne : (k : ℝ) - (l : ℝ) ≠ 0 := sub_ne_zero.2 (fun e => hkl (Nat.cast_injective e))
  refine (mul_eq_zero.1 ?_).resolve_left hne
  linear_combination (-1 / 2 : ℝ) * h'

end

end KravchukOscillator
```

```lean
#print axioms KravchukOscillator.kravchuk_spectrum
#print axioms KravchukOscillator.eigenspace_eq_span
#print axioms KravchukOscillator.kravchuk_orthogonal
```

```
'KravchukOscillator.kravchuk_spectrum' depends on axioms: [propext, Classical.choice, Quot.sound]
'KravchukOscillator.eigenspace_eq_span' depends on axioms: [propext, Classical.choice, Quot.sound]
'KravchukOscillator.kravchuk_orthogonal' depends on axioms: [propext, Classical.choice, Quot.sound]
```

**Q:** Show me a case I can verify myself.

**A:** Take N = 2. The operator is

Lf = (2(f_1 − f_0), f_0 − 2f_1 + f_2, 2(f_1 − f_2)),

and the Kravchuk functions are

K_0 = (1, 1, 1), K_1 = (2, 0, −2), K_2 = (1, −1, 1).

Direct substitution gives

L K_0 = 0, L K_1 = (−4, 0, 4) = −2K_1, L K_2 = (−4, 4, −4) = −4K_2.

With weights (1, 2, 1) the squared norms are 4, 8 and 4, so the normalised amplitudes ψ are

(1, √2, 1)/2, (1, 0, −1)/√2, (1, −√2, 1)/2.

They are mutually orthogonal in the ordinary dot product.
